# Biorthogonal projectors and partial waves define a projection onto the span of the waves

Take one partial wave and one projector function in a two-dimensional basis,

$$\varphi=\begin{pmatrix}1\\0\end{pmatrix},\qquad p=\begin{pmatrix}1\\1\end{pmatrix},\qquad p^H\varphi=1 .$$

The matrix

$$\Pi=\varphi\,p^H=\begin{pmatrix}1&1\\0&0\end{pmatrix}$$

satisfies $\Pi^2=\varphi\,(p^H\varphi)\,p^H=\varphi\,p^H=\Pi$, because the number in the middle is 1. Its trace is 1, the number of waves. It maps every vector to a multiple of $\varphi$ and annihilates the multiples of $(1,-1)^T$, which are the vectors orthogonal to $p$. Since $p$ is not parallel to $\varphi$, $\Pi$ is not Hermitian: it projects obliquely.

## Several waves in a finite basis

Let the columns of $\Phi$ be $m$ smooth partial waves and those of $P$ be $m$ projector functions, all given by their coefficients in an orthonormal basis of $n$ functions. Biorthogonality, $\langle p_i|\varphi_j\rangle=\delta_{ij}$, then reads

$$P^H\Phi=1 .$$

This is a condition imposed when a projector augmented-wave (PAW) dataset is constructed. Here it is the hypothesis `h : Pᴴ * Φ = 1`, assumed for the coefficient matrices themselves; a truncated basis may satisfy it only approximately.

In Lean, `n` and `m` are finite index types, and the numbers $n$ and $m$ are their cardinalities. The waves belong to a single set, and neither the all-electron partial waves nor the augmentation sphere enters the model.

```lean
import Mathlib

open Matrix

namespace BiorthogonalProjectors
```

For a smooth wave function with coefficient vector $x$, the numbers $P^Hx$ are its expansion coefficients. Summing the partial waves with these coefficients gives the one-centre expansion $\Pi x$, where

$$\Pi=\Phi P^H .$$

The definition `oneCentre Φ P` is this matrix. It makes sense for any $\Phi$ and $P$, biorthogonal or not. When they are biorthogonal it is idempotent, as shown below, and is then called the one-centre projection.

```lean
/-- The matrix `Φ Pᴴ` of the one-centre expansion: `P` gives the expansion coefficients of a wave
function, and the smooth partial waves `Φ` are summed with them. -/
def oneCentre {n m : Type*} [Fintype m] (Φ P : Matrix n m ℂ) : Matrix n n ℂ :=
  Φ * Pᴴ
```

## What the expansion preserves

Applied to the partial waves, the expansion returns them unchanged:

$$\Pi\Phi=\Phi(P^H\Phi)=\Phi .$$

The proof regroups the product and inserts the hypothesis.

```lean
variable {n m : Type*} [Fintype n] [Fintype m] [DecidableEq m] {Φ P : Matrix n m ℂ}

/-- If projectors and partial waves are biorthogonal, the one-centre projection reproduces
every partial wave. -/
theorem oneCentre_mul_waves (h : Pᴴ * Φ = 1) : oneCentre Φ P * Φ = Φ := by
  rw [oneCentre, Matrix.mul_assoc, h, Matrix.mul_one]
```

Multiplying by $P^H$ from the left instead gives

$$P^H\Pi=(P^H\Phi)P^H=P^H ,$$

so a wave function $x$ and its one-centre expansion $\Pi x$ have the same expansion coefficients, although their coefficient vectors in the basis generally differ.

```lean
/-- If projectors and partial waves are biorthogonal, a wave function and its one-centre
projection have the same expansion coefficients. -/
theorem projectors_mul_oneCentre (h : Pᴴ * Φ = 1) : Pᴴ * oneCentre Φ P = Pᴴ := by
  rw [oneCentre, ← Matrix.mul_assoc, h, Matrix.one_mul]
```

## The range is the span of the waves

Every $\Pi x=\Phi(P^Hx)$ is a combination of partial waves. Conversely, a combination $\Phi c$ equals $\Pi(\Phi c)$ by the first identity, so it lies in the range of $\Pi$.

In the statement, `mulVecLin` turns a matrix into the linear map $x\mapsto\Pi x$, and `Set.range Φ.col` is the set of columns of $\Phi$. The proof first rewrites their span as the range of $\Phi$, then shows the two inclusions.

```lean
/-- For biorthogonal projectors and partial waves, the range of the one-centre projection is
the span of the partial waves. -/
theorem range_oneCentre (h : Pᴴ * Φ = 1) :
    LinearMap.range (oneCentre Φ P).mulVecLin = Submodule.span ℂ (Set.range Φ.col) := by
  rw [← Matrix.range_mulVecLin]
  apply le_antisymm
  · -- a projected vector is a combination of partial waves
    rintro _ ⟨x, rfl⟩
    refine ⟨Pᴴ *ᵥ x, ?_⟩
    simp only [Matrix.mulVecLin_apply, oneCentre, Matrix.mulVec_mulVec]
  · -- a combination of partial waves is its own projection
    rintro _ ⟨c, rfl⟩
    refine ⟨Φ *ᵥ c, ?_⟩
    simp only [Matrix.mulVecLin_apply, Matrix.mulVec_mulVec, oneCentre_mul_waves h]
```

## The kernel is that of the coefficients

If $\Pi x=0$, the second identity gives $P^Hx=P^H\Pi x=0$. If $P^Hx=0$, then $\Pi x=\Phi(P^Hx)=0$. The expansion therefore loses a wave function completely exactly when all its expansion coefficients $P^Hx$ vanish. The two halves of the proof are these two implications.

```lean
/-- For biorthogonal projectors and partial waves, the one-centre projection annihilates
exactly the wave functions whose expansion coefficients all vanish. -/
theorem ker_oneCentre (h : Pᴴ * Φ = 1) :
    LinearMap.ker (oneCentre Φ P).mulVecLin = LinearMap.ker Pᴴ.mulVecLin := by
  ext x
  simp only [LinearMap.mem_ker, Matrix.mulVecLin_apply]
  constructor
  · intro hx
    rw [← projectors_mul_oneCentre h, ← Matrix.mulVec_mulVec, hx, Matrix.mulVec_zero]
  · intro hx
    rw [oneCentre, ← Matrix.mulVec_mulVec, hx, Matrix.mulVec_zero]
```

## Idempotency, trace and the bound on the number of waves

Three properties remain. Idempotency follows from the first identity,

$$\Pi\Pi=(\Pi\Phi)P^H=\Phi P^H=\Pi ,$$

and the trace from cyclicity,

$$\operatorname{tr}\Pi=\operatorname{tr}(\Phi P^H)=\operatorname{tr}(P^H\Phi)=\operatorname{tr}1=m .$$

For the bound, suppose $\Phi c=\Phi d$. Multiplying by $P^H$ gives $c=d$, so $\Phi$ maps $\mathbb C^m$ injectively into $\mathbb C^n$, and $m\le n$. A basis of $n$ functions cannot carry more than $n$ biorthogonal pairs.

The theorem collects these properties with the range and the kernel. `Fintype.card m` is the number of waves, read as a complex number in the trace formula. The case $m=0$ is included, with $\Pi=0$.

```lean
/-- If `m` projectors and `m` partial waves in an `n`-dimensional basis are biorthogonal, the
one-centre projection is idempotent with trace `m`, its range is the span of the partial waves,
its kernel is that of `Pᴴ`, and `m ≤ n`. -/
theorem oneCentre_projection (h : Pᴴ * Φ = 1) :
    oneCentre Φ P * oneCentre Φ P = oneCentre Φ P ∧
    (oneCentre Φ P).trace = (Fintype.card m : ℂ) ∧
    LinearMap.range (oneCentre Φ P).mulVecLin = Submodule.span ℂ (Set.range Φ.col) ∧
    LinearMap.ker (oneCentre Φ P).mulVecLin = LinearMap.ker Pᴴ.mulVecLin ∧
    Fintype.card m ≤ Fintype.card n := by
  refine ⟨?_, ?_, range_oneCentre h, ker_oneCentre h, ?_⟩
  · calc oneCentre Φ P * oneCentre Φ P = (oneCentre Φ P * Φ) * Pᴴ := by
          rw [Matrix.mul_assoc]; rfl
      _ = oneCentre Φ P := by rw [oneCentre_mul_waves h]; rfl
  · -- the trace is cyclic
    rw [oneCentre, Matrix.trace_mul_comm, h, Matrix.trace_one]
  · -- the partial waves have a left inverse, so they are independent
    have hinj : Function.Injective Φ.mulVecLin := by
      intro c d hcd
      have h2 : Pᴴ *ᵥ (Φ *ᵥ c) = Pᴴ *ᵥ (Φ *ᵥ d) := congrArg (fun v => Pᴴ *ᵥ v) hcd
      rwa [Matrix.mulVec_mulVec, Matrix.mulVec_mulVec, h, Matrix.one_mulVec,
        Matrix.one_mulVec] at h2
    have hle := LinearMap.finrank_le_finrank_of_injective hinj
    rwa [Module.finrank_fintype_fun_eq_card, Module.finrank_fintype_fun_eq_card] at hle
```

## Splitting a wave function

Every $x$ can be written as

$$x=\Pi x+(x-\Pi x).$$

The first term is a combination of partial waves. The second lies in the kernel, since $\Pi(x-\Pi x)=\Pi x-\Pi\Pi x=0$. The splitting is unique because the two subspaces share only the zero vector: if $\Pi y$ is also in the kernel, then $0=\Pi\Pi y=\Pi y$.

`IsCompl` expresses both facts, trivial intersection and a sum that fills the whole space. It does not say that the subspaces are orthogonal. For PAW in a finite basis with exact biorthogonality, this identifies what the one-centre expansion of a smooth wave function keeps and what it discards; it does not bound the size of the discarded part.

```lean
/-- For biorthogonal projectors and partial waves, every wave function splits uniquely into a
combination of partial waves and a remainder on which all projectors vanish. -/
theorem isCompl_waves_ker (h : Pᴴ * Φ = 1) :
    IsCompl (Submodule.span ℂ (Set.range Φ.col)) (LinearMap.ker Pᴴ.mulVecLin) := by
  have hid := (oneCentre_projection h).1
  rw [← range_oneCentre h, ← ker_oneCentre h]
  constructor
  · rw [Submodule.disjoint_def]
    rintro _ ⟨y, rfl⟩ hy
    rw [LinearMap.mem_ker, Matrix.mulVecLin_apply, Matrix.mulVecLin_apply,
      Matrix.mulVec_mulVec, hid] at hy
    exact hy
  · rw [codisjoint_iff, eq_top_iff]
    intro x _
    -- split `x` into its projection and the remainder
    refine Submodule.mem_sup.mpr ⟨oneCentre Φ P *ᵥ x, ⟨x, rfl⟩,
      x - oneCentre Φ P *ᵥ x, ?_, add_sub_cancel _ _⟩
    rw [LinearMap.mem_ker, Matrix.mulVecLin_apply, Matrix.mulVec_sub,
      Matrix.mulVec_mulVec, hid, sub_self]
```

## Every idempotent matrix arises this way

Let $Q^2=Q$ and let $r$ be the rank of $Q$. Choose a basis $b_1,\dots,b_r$ of the range of $Q$ and define two linear maps:

- $S$ takes coefficients $c$ to $\sum_i c_i b_i$;
- $C$ takes $x$ to the coordinates of $Qx$ in this basis.

Rebuilding $Qx$ from its coordinates gives $SC=Q$. A vector $y=Qx$ in the range satisfies $Qy=QQx=y$, so the coordinates of $Q(Sc)=Sc$ are $c$ again, and $CS=1$. With $\Phi$ the matrix of $S$ and $P^H$ the matrix of $C$, these equations become $\Phi P^H=Q$ and $P^H\Phi=1$.

In the proof, `hfix` states that $Q$ fixes its range, while `hSC` and `hCS` are the two products. The index type `Fin Q.rank` fixes the number of waves at exactly $r$.

```lean
/-- Conversely, every idempotent matrix is the one-centre projection of some biorthogonal set
of projectors and partial waves, as many of each as its rank. -/
theorem exists_biorthogonal_of_idempotent (Q : Matrix n n ℂ) (hQ : Q * Q = Q) :
    ∃ Φ P : Matrix n (Fin Q.rank) ℂ, Pᴴ * Φ = 1 ∧ oneCentre Φ P = Q := by
  classical
  let b : Module.Basis (Fin Q.rank) ℂ (LinearMap.range Q.mulVecLin) :=
    Module.finBasisOfFinrankEq ℂ _ rfl
  -- `S` sums basis vectors of the range, `C` reads off the coordinates of `Q x`
  let S : (Fin Q.rank → ℂ) →ₗ[ℂ] (n → ℂ) :=
    (LinearMap.range Q.mulVecLin).subtype ∘ₗ b.equivFun.symm.toLinearMap
  let C : (n → ℂ) →ₗ[ℂ] (Fin Q.rank → ℂ) :=
    b.equivFun.toLinearMap ∘ₗ Q.mulVecLin.rangeRestrict
  have hfix : ∀ y : LinearMap.range Q.mulVecLin,
      Q.mulVecLin.rangeRestrict (y : n → ℂ) = y := by
    rintro ⟨_, x, rfl⟩
    apply Subtype.ext
    show Q *ᵥ (Q *ᵥ x) = Q *ᵥ x
    rw [Matrix.mulVec_mulVec, hQ]
  have hSC : S ∘ₗ C = Q.mulVecLin := by
    apply LinearMap.ext
    intro x
    show ((b.equivFun.symm (b.equivFun (Q.mulVecLin.rangeRestrict x)) :
      LinearMap.range Q.mulVecLin) : n → ℂ) = Q.mulVecLin x
    rw [LinearEquiv.symm_apply_apply]
    rfl
  have hCS : C ∘ₗ S = LinearMap.id := by
    apply LinearMap.ext
    intro c
    show b.equivFun (Q.mulVecLin.rangeRestrict
      ((b.equivFun.symm c : LinearMap.range Q.mulVecLin) : n → ℂ)) = c
    rw [hfix, LinearEquiv.apply_symm_apply]
  refine ⟨LinearMap.toMatrix' S, (LinearMap.toMatrix' C)ᴴ, ?_, ?_⟩
  · rw [Matrix.conjTranspose_conjTranspose, ← LinearMap.toMatrix'_comp, hCS,
      LinearMap.toMatrix'_id]
  · rw [oneCentre, Matrix.conjTranspose_conjTranspose, ← LinearMap.toMatrix'_comp, hSC,
      ← Matrix.toLin'_apply', LinearMap.toMatrix'_toLin']
```

The trace formula for $\Pi$ now applies to any idempotent $Q$, Hermitian or not:

$$\operatorname{tr}Q=r .$$

```lean
/-- The trace of an idempotent matrix, Hermitian or not, equals its rank. -/
theorem trace_eq_rank_of_idempotent (Q : Matrix n n ℂ) (hQ : Q * Q = Q) :
    Q.trace = (Q.rank : ℂ) := by
  obtain ⟨Φ, P, h, hQP⟩ := exists_biorthogonal_of_idempotent Q hQ
  have ht := (oneCentre_projection h).2.1
  rwa [hQP, Fintype.card_fin] at ht
```

## Two waves in three dimensions

Take the first two basis vectors as waves and give the projectors a component along the third:

$$\Phi=\begin{pmatrix}1&0\\0&1\\0&0\end{pmatrix},\qquad
P=\begin{pmatrix}1&0\\0&1\\1&i\end{pmatrix},\qquad
\Pi=\begin{pmatrix}1&0&1\\0&1&-i\\0&0&0\end{pmatrix}.$$

The third row of $\Phi$ is zero, so the extra components of $P$ do not affect $P^H\Phi=1$. They do appear in $\Pi$, conjugated, in the last column. The trace is 2, and the kernel consists of the multiples of $(-1,i,1)^T$. Lean checks the biorthogonality and the matrix $\Pi$ entry by entry.

```lean
/-- Two partial waves in three dimensions with biorthogonal projectors that differ from the
waves, and the resulting one-centre projection. -/
theorem biorthogonal_witness :
    (!![1, 0; 0, 1; 1, Complex.I] : Matrix (Fin 3) (Fin 2) ℂ)ᴴ *
      (!![1, 0; 0, 1; 0, 0] : Matrix (Fin 3) (Fin 2) ℂ) = 1 ∧
    oneCentre !![1, 0; 0, 1; 0, 0] !![1, 0; 0, 1; 1, Complex.I] =
      !![1, 0, 1; 0, 1, -Complex.I; 0, 0, 0] := by
  constructor
  · ext i j
    fin_cases i <;> fin_cases j <;>
      simp [Matrix.mul_apply, Fin.sum_univ_succ, Matrix.conjTranspose_apply]
  · ext i j
    fin_cases i <;> fin_cases j <;>
      simp [oneCentre, Matrix.mul_apply, Fin.sum_univ_succ, Matrix.conjTranspose_apply]

end BiorthogonalProjectors
```

```lean
#print axioms BiorthogonalProjectors.oneCentre_projection
-- 'BiorthogonalProjectors.oneCentre_projection' depends on axioms: [propext, Classical.choice, Quot.sound]
#print axioms BiorthogonalProjectors.isCompl_waves_ker
-- 'BiorthogonalProjectors.isCompl_waves_ker' depends on axioms: [propext, Classical.choice, Quot.sound]
#print axioms BiorthogonalProjectors.trace_eq_rank_of_idempotent
-- 'BiorthogonalProjectors.trace_eq_rank_of_idempotent' depends on axioms: [propext, Classical.choice, Quot.sound]
```
